# A polar third-rank tensor transforms as the determinant under D2h exactly when its non-zero components have three distinct indices

The declaration `au_hyperRaman_iff` concerns a real polar third-rank tensor `β` with no index symmetry assumed. The Cartesian axes lie along the twofold axes of D2h, so each of the eight operations is a diagonal matrix of signs and multiplies the component `β i j k` by the signs of axes `i`, `j` and `k`. The declaration states that this factor acts on every component as the operation's determinant, which is the character of Au, if and only if every non-zero component has three different indices. For the forward direction the attempt cancels a non-zero component from the condition for two twofold rotations, then checks all 27 index triples. For the converse it removes the common factor `β i j k` and compares the products of signs case by case.

This version doesn't compile in Lean 4 with Mathlib:

```lean
import Mathlib

open Matrix

namespace EthyleneSilentMode

noncomputable section

/-- An element of D2h, given by the signs it puts on the three Cartesian axes. -/
abbrev D2h := Fin 3 → ℤˣ

/-- A sign read as a real number. -/
def sgn (e : ℤˣ) : ℝ := ((e : ℤ) : ℝ)

/-- The Cartesian matrix diag(s 0, s 1, s 2) of a D2h operation. -/
def op (s : D2h) : Matrix (Fin 3) (Fin 3) ℝ := diagonal fun i => sgn (s i)

/-- The determinant of a D2h operation is the product of its three signs. -/
theorem det_op (s : D2h) : (op s).det = sgn (s 0) * sgn (s 1) * sgn (s 2) := by
  simp [op, Matrix.det_diagonal, Fin.prod_univ_three]

/-- A third-rank tensor transforms by the determinant under D2h exactly when
its non-zero components have three distinct indices. -/
theorem au_hyperRaman_iff (β : Fin 3 → Fin 3 → Fin 3 → ℝ) :
    (∀ (s : D2h) (i j k : Fin 3),
      sgn (s i) * sgn (s j) * sgn (s k) * β i j k = (op s).det * β i j k) ↔
    ∀ i j k, β i j k ≠ 0 → i ≠ j ∧ j ≠ k ∧ i ≠ k := by
  simp only [det_op]
  constructor
  · intro h i j k hne
    have h1 := mul_right_cancel₀ hne (h ![1, -1, -1] i j k)
    have h2 := mul_right_cancel₀ hne (h ![-1, -1, 1] i j k)
    clear h hne
    revert h1 h2
    fin_cases i <;> fin_cases j <;> fin_cases k <;> norm_num [sgn]
  · intro h s i j k
    by_cases hne : β i j k = 0
    · simp [hne]
    · have hd := h i j k hne
      congr 1
      clear h hne
      revert hd
      fin_cases i <;> fin_cases j <;> fin_cases k <;>
        simp [mul_comm, mul_left_comm]

end

end EthyleneSilentMode
```

The compiler's answer:

```
Main.lean:30:2: error: unsolved goals
case mp.«0».«0».«0»
β : Fin 3 → Fin 3 → Fin 3 → ℝ
⊢ 1 = -↑↑(![1, -1, -1] 2) → ¬-1 = ↑↑(![-1, -1, 1] 2)

case mp.«0».«0».«1»
β : Fin 3 → Fin 3 → Fin 3 → ℝ
⊢ 1 = ↑↑(![1, -1, -1] 2) → ¬-1 = ↑↑(![-1, -1, 1] 2)

case mp.«0».«0».«2»
β : Fin 3 → Fin 3 → Fin 3 → ℝ
⊢ 1 = ↑↑(![1, -1, -1] 2) → ¬1 = ↑↑(![-1, -1, 1] 2)

case mp.«0».«1».«0»
β : Fin 3 → Fin 3 → Fin 3 → ℝ
⊢ 1 = ↑↑(![1, -1, -1] 2) → ¬-1 = ↑↑(![-1, -1, 1] 2)

case mp.«0».«1».«1»
β : Fin 3 → Fin 3 → Fin 3 → ℝ
⊢ 1 = -↑↑(![1, -1, -1] 2) → ¬-1 = ↑↑(![-1, -1, 1] 2)

case mp.«0».«2».«0»
β : Fin 3 → Fin 3 → Fin 3 → ℝ
⊢ 1 = ↑↑(![1, -1, -1] 2) → ¬1 = ↑↑(![-1, -1, 1] 2)

case mp.«0».«2».«2»
β : Fin 3 → Fin 3 → Fin 3 → ℝ
⊢ 1 = -↑↑(![1, -1, -1] 2) → ¬-1 = ↑↑(![-1, -1, 1] 2)

case mp.«1».«0».«0»
β : Fin 3 → Fin 3 → Fin 3 → ℝ
⊢ 1 = ↑↑(![1, -1, -1] 2) → ¬-1 = ↑↑(![-1, -1, 1] 2)

case mp.«1».«0».«1»
β : Fin 3 → Fin 3 → Fin 3 → ℝ
⊢ 1 = -↑↑(![1, -1, -1] 2) → ¬-1 = ↑↑(![-1, -1, 1] 2)

case mp.«1».«1».«0»
β : Fin 3 → Fin 3 → Fin 3 → ℝ
⊢ 1 = -↑↑(![1, -1, -1] 2) → ¬-1 = ↑↑(![-1, -1, 1] 2)

case mp.«1».«1».«1»
β : Fin 3 → Fin 3 → Fin 3 → ℝ
⊢ 1 = ↑↑(![1, -1, -1] 2) → ¬-1 = ↑↑(![-1, -1, 1] 2)

case mp.«1».«1».«2»
β : Fin 3 → Fin 3 → Fin 3 → ℝ
⊢ 1 = ↑↑(![1, -1, -1] 2) → ¬1 = ↑↑(![-1, -1, 1] 2)

case mp.«1».«2».«1»
β : Fin 3 → Fin 3 → Fin 3 → ℝ
⊢ 1 = ↑↑(![1, -1, -1] 2) → ¬1 = ↑↑(![-1, -1, 1] 2)

case mp.«1».«2».«2»
β : Fin 3 → Fin 3 → Fin 3 → ℝ
⊢ 1 = ↑↑(![1, -1, -1] 2) → ¬-1 = ↑↑(![-1, -1, 1] 2)

case mp.«2».«0».«0»
β : Fin 3 → Fin 3 → Fin 3 → ℝ
⊢ 1 = ↑↑(![1, -1, -1] 2) → ¬1 = ↑↑(![-1, -1, 1] 2)

case mp.«2».«0».«2»
β : Fin 3 → Fin 3 → Fin 3 → ℝ
⊢ 1 = -↑↑(![1, -1, -1] 2) → ¬-1 = ↑↑(![-1, -1, 1] 2)

case mp.«2».«1».«1»
β : Fin 3 → Fin 3 → Fin 3 → ℝ
⊢ 1 = ↑↑(![1, -1, -1] 2) → ¬1 = ↑↑(![-1, -1, 1] 2)

case mp.«2».«1».«2»
β : Fin 3 → Fin 3 → Fin 3 → ℝ
⊢ 1 = ↑↑(![1, -1, -1] 2) → ¬-1 = ↑↑(![-1, -1, 1] 2)

case mp.«2».«2».«0»
β : Fin 3 → Fin 3 → Fin 3 → ℝ
⊢ 1 = -↑↑(![1, -1, -1] 2) → ¬-1 = ↑↑(![-1, -1, 1] 2)

case mp.«2».«2».«1»
β : Fin 3 → Fin 3 → Fin 3 → ℝ
⊢ 1 = ↑↑(![1, -1, -1] 2) → ¬-1 = ↑↑(![-1, -1, 1] 2)

case mp.«2».«2».«2»
β : Fin 3 → Fin 3 → Fin 3 → ℝ
⊢ 1 = ↑↑(![1, -1, -1] 2) → ¬1 = ↑↑(![-1, -1, 1] 2)
Main.lean:39:4: error: unsolved goals
case neg.e_a.«_@».Main.2788438042._hygCtx._hyg.1218.«0».«1».«2»
β : Fin 3 → Fin 3 → Fin 3 → ℝ
s : D2h
⊢ sgn (s 1) * sgn (s 0) = sgn (s 0) * sgn (s 1) ∨ sgn (s 2) = 0

case neg.e_a.«_@».Main.2788438042._hygCtx._hyg.1218.«0».«2».«1»
β : Fin 3 → Fin 3 → Fin 3 → ℝ
s : D2h
⊢ sgn (s 1) * (sgn (s 0) * sgn (s 2)) = sgn (s 0) * sgn (s 1) * sgn (s 2)

case neg.e_a.«_@».Main.2788438042._hygCtx._hyg.1218.«1».«0».«2»
β : Fin 3 → Fin 3 → Fin 3 → ℝ
s : D2h
⊢ sgn (s 1) * sgn (s 0) = sgn (s 0) * sgn (s 1) ∨ sgn (s 2) = 0

case neg.e_a.«_@».Main.2788438042._hygCtx._hyg.1218.«1».«2».«0»
β : Fin 3 → Fin 3 → Fin 3 → ℝ
s : D2h
⊢ sgn (s 1) * (sgn (s 0) * sgn (s 2)) = sgn (s 0) * sgn (s 1) * sgn (s 2)

case neg.e_a.«_@».Main.2788438042._hygCtx._hyg.1218.«2».«0».«1»
β : Fin 3 → Fin 3 → Fin 3 → ℝ
s : D2h
⊢ sgn (s 1) * (sgn (s 0) * sgn (s 2)) = sgn (s 0) * sgn (s 1) * sgn (s 2)

case neg.e_a.«_@».Main.2788438042._hygCtx._hyg.1218.«2».«1».«0»
β : Fin 3 → Fin 3 → Fin 3 → ℝ
s : D2h
⊢ sgn (s 1) * (sgn (s 0) * sgn (s 2)) = sgn (s 0) * sgn (s 1) * sgn (s 2)
```

The first error leaves `![1, -1, -1] 2` and `![-1, -1, 1] 2` unevaluated. These come from the determinant, whose third factor is written with the numeral `2`. Ordinary simp lemmas evaluate a vector at the numerals `0` and `1`, but the numeral `2` needs the simproc `Matrix.cons_val`, which `simp` runs and `norm_num` does not. The indices produced by the case split have a different form and were evaluated. With `simp [sgn] <;> norm_num` the remaining entries are evaluated first, and `norm_num` settles any numerical comparisons left.

The second error leaves true statements about products of signs. In four cases the two sides are bracketed differently, and `simp` was given `mul_comm` and `mul_left_comm` but not `mul_assoc`, so it had no rule for rebracketing them to one form. In the other two cases `simp` has cancelled the third sign, and only the order of two factors still differs, despite `mul_comm`; the printed goals do not show why.

The repair drops this case split. Three distinct indices make up the whole of `Fin 3`, so the product of signs over all axes can be rewritten as the product over `i`, `j` and `k`. The facts `h1` and `h2` supply the non-membership that `Finset.prod_insert` requires. `linear_combination` then multiplies the resulting equation by `β i j k` and checks the goal by ring arithmetic, where order and bracketing do not matter.

This version goes through:

```diff
@@ -33,14 +33,19 @@
     clear h hne
     revert h1 h2
-    fin_cases i <;> fin_cases j <;> fin_cases k <;> norm_num [sgn]
+    fin_cases i <;> fin_cases j <;> fin_cases k <;> simp [sgn] <;> norm_num
   · intro h s i j k
     by_cases hne : β i j k = 0
     · simp [hne]
     · have hd := h i j k hne
-      congr 1
-      clear h hne
-      revert hd
-      fin_cases i <;> fin_cases j <;> fin_cases k <;>
-        simp [mul_comm, mul_left_comm]
+      -- three distinct indices exhaust the Cartesian axes
+      have key : ∀ i j k : Fin 3, i ≠ j ∧ j ≠ k ∧ i ≠ k →
+          ({i, j, k} : Finset (Fin 3)) = Finset.univ := by decide
+      have h1 : i ∉ ({j, k} : Finset (Fin 3)) := by simp [hd.1, hd.2.2]
+      have h2 : j ∉ ({k} : Finset (Fin 3)) := by simp [hd.2.1]
+      have e : ∏ x, sgn (s x) = sgn (s 0) * sgn (s 1) * sgn (s 2) :=
+        Fin.prod_univ_three _
+      rw [← key i j k hd, Finset.prod_insert h1, Finset.prod_insert h2,
+        Finset.prod_singleton] at e
+      linear_combination β i j k * e
 
 end
```
